# A Hartree-Fock minimiser exists for up to n electrons in a basis of n real spin orbitals

To minimise the Hartree-Fock energy in a fixed basis, a program varies the orbital coefficients in search of a lowest value, and the search has a target only if some set of orbitals attains that value. With real coefficients, a positive definite overlap matrix and no more electrons than basis spin orbitals, some set does.

```lean
import Mathlib

open Matrix

namespace HartreeFockMinimiser

noncomputable section

variable {n N : ℕ}

/-- The admissible coefficient matrices: `N` real orbitals, expanded in `n` basis functions,
that are orthonormal with respect to the overlap matrix `S`. -/
def orbitals (S : Matrix (Fin n) (Fin n) ℝ) (N : ℕ) : Set (Matrix (Fin n) (Fin N) ℝ) :=
  {C | Cᵀ * S * C = 1}

/-- The density matrix `P = C Cᵀ` of the occupied orbitals. -/
def density (C : Matrix (Fin n) (Fin N) ℝ) : Matrix (Fin n) (Fin n) ℝ :=
  C * Cᵀ

/-- The Hartree-Fock energy of a density matrix in a basis of spin orbitals: one-electron part,
plus half of Coulomb minus exchange, where `g μ ν κ τ` stands for `(μν|κτ)`. -/
def energy (h : Matrix (Fin n) (Fin n) ℝ) (g : Fin n → Fin n → Fin n → Fin n → ℝ)
    (P : Matrix (Fin n) (Fin n) ℝ) : ℝ :=
  ∑ μ, ∑ ν, h μ ν * P μ ν +
    1 / 2 * ∑ μ, ∑ ν, ∑ κ, ∑ τ, P μ ν * P κ τ * (g μ ν κ τ - g μ τ κ ν)

/-- A positive definite overlap matrix can be orthogonalised: some square matrix `X` satisfies
`Xᵀ S X = 1`. -/
theorem exists_orthogonaliser {S : Matrix (Fin n) (Fin n) ℝ} (hS : S.PosDef) :
    ∃ X : Matrix (Fin n) (Fin n) ℝ, Xᵀ * S * X = 1 := by
  -- orthonormal eigenvectors `v j` with positive eigenvalues `l j`
  obtain ⟨v, l, hl, hv, hSv⟩ : ∃ (v : Fin n → Fin n → ℝ) (l : Fin n → ℝ),
      (∀ j, 0 < l j) ∧ (∀ i j, v i ⬝ᵥ v j = if i = j then 1 else 0) ∧
      (∀ j, S *ᵥ v j = l j • v j) := by
    have hH := hS.isHermitian
    refine ⟨fun j => (hH.eigenvectorBasis j).ofLp, hH.eigenvalues,
      fun j => hS.eigenvalues_pos j, fun i j => ?_, fun j => hH.mulVec_eigenvectorBasis j⟩
    refine Eq.trans ?_ (orthonormal_iff_ite.mp hH.eigenvectorBasis.orthonormal i j)
    simp only [PiLp.inner_apply, dotProduct]
    refine Finset.sum_congr rfl fun k _ => ?_
    simp [mul_comm]
  -- scale each eigenvector by the inverse square root of its eigenvalue
  refine ⟨Matrix.of fun i j => v j i / √(l j), ?_⟩
  ext i j
  have key : ((Matrix.of fun i j => v j i / √(l j))ᵀ * S *
      (Matrix.of fun i j => v j i / √(l j))) i j
      = (v i ⬝ᵥ (S *ᵥ v j)) / (√(l i) * √(l j)) := by
    rw [Matrix.mul_assoc]
    simp only [Matrix.mul_apply, Matrix.transpose_apply, Matrix.of_apply, dotProduct,
      Matrix.mulVec]
    rw [Finset.sum_div]
    refine Finset.sum_congr rfl fun a _ => ?_
    rw [Finset.mul_sum, Finset.mul_sum, Finset.sum_div]
    refine Finset.sum_congr rfl fun b _ => ?_
    ring
  rw [key, hSv, dotProduct_smul, hv, Matrix.one_apply]
  rcases eq_or_ne i j with rfl | hij
  · rw [if_pos rfl, smul_eq_mul, mul_one, Real.mul_self_sqrt (hl i).le,
      div_self (hl i).ne']
  · simp [hij]

/-- If `Xᵀ S X = 1`, the admissible orbitals are exactly the products `X D` in which `D` has
orthonormal columns in the ordinary sense. -/
theorem orbitals_eq_image {S X : Matrix (Fin n) (Fin n) ℝ} (hX : Xᵀ * S * X = 1) :
    orbitals S N = (fun D => X * D) '' {D : Matrix (Fin n) (Fin N) ℝ | Dᵀ * D = 1} := by
  have hXi : X * (Xᵀ * S) = 1 := mul_eq_one_comm.mp hX
  have key : ∀ D : Matrix (Fin n) (Fin N) ℝ, (X * D)ᵀ * S * (X * D) = Dᵀ * D := by
    intro D
    calc (X * D)ᵀ * S * (X * D) = Dᵀ * (Xᵀ * S * X) * D := by
          simp only [Matrix.transpose_mul, Matrix.mul_assoc]
      _ = Dᵀ * D := by rw [hX, Matrix.mul_one]
  ext C
  constructor
  · intro hC
    have hXC : X * (Xᵀ * S * C) = C := by
      rw [← Matrix.mul_assoc, hXi, Matrix.one_mul]
    refine ⟨Xᵀ * S * C, ?_, hXC⟩
    show (Xᵀ * S * C)ᵀ * (Xᵀ * S * C) = 1
    rw [← key (Xᵀ * S * C), hXC]
    exact hC
  · rintro ⟨D, hD, rfl⟩
    exact (key D).trans hD

/-- The real matrices with orthonormal columns form a compact set. -/
theorem isCompact_orthonormal_columns :
    IsCompact {D : Matrix (Fin n) (Fin N) ℝ | Dᵀ * D = 1} := by
  have hbox : IsCompact (Set.pi Set.univ fun _ : Fin n =>
      Set.pi Set.univ fun _ : Fin N => Set.Icc (-1 : ℝ) 1) :=
    isCompact_univ_pi fun _ => isCompact_univ_pi fun _ => isCompact_Icc
  have hof : Continuous fun f : Fin n → Fin N → ℝ => Matrix.of f :=
    continuous_matrix fun i j => (continuous_apply j).comp (continuous_apply i)
  refine (hbox.image hof).of_isClosed_subset
    (isClosed_eq (continuous_id.matrix_transpose.matrix_mul continuous_id) continuous_const) ?_
  intro D hD
  -- each column has unit length, so no entry exceeds one in size
  have hb : ∀ i j, -1 ≤ D i j ∧ D i j ≤ 1 := by
    intro i j
    have h1 : (Dᵀ * D) j j = (1 : Matrix (Fin N) (Fin N) ℝ) j j :=
      congrFun (congrFun hD j) j
    rw [Matrix.mul_apply, Matrix.one_apply_eq] at h1
    simp only [Matrix.transpose_apply] at h1
    have h2 := Finset.single_le_sum (f := fun k => D k j * D k j)
      (fun k _ => mul_self_nonneg _) (Finset.mem_univ i)
    simp only [h1] at h2
    constructor <;> nlinarith
  exact ⟨fun i j => D i j, fun i _ j _ => hb i j, rfl⟩

/-- For a positive definite overlap matrix, `N` orthonormal orbitals exist exactly when `N` does
not exceed the number of basis functions. -/
theorem orbitals_nonempty_iff {S : Matrix (Fin n) (Fin n) ℝ} (hS : S.PosDef) :
    (orbitals S N).Nonempty ↔ N ≤ n := by
  constructor
  · rintro ⟨C, hC⟩
    have hC' : Cᵀ * S * C = 1 := hC
    -- the unit matrix of size `N` has rank at most that of `C`
    have h1 := Matrix.rank_mul_le_right (Cᵀ * S) C
    rw [hC', Matrix.rank_one] at h1
    simpa using h1.trans (Matrix.rank_le_card_height C)
  · intro h
    obtain ⟨X, hX⟩ := exists_orthogonaliser hS
    rw [orbitals_eq_image hX]
    refine Set.Nonempty.image _ ⟨Matrix.of fun i j => if i = Fin.castLE h j then 1 else 0, ?_⟩
    rw [Set.mem_ofPred_eq]
    ext i j
    rcases eq_or_ne i j with rfl | hij
    · simp [Matrix.mul_apply]
    · simp [Matrix.mul_apply, hij, hij.symm, (Fin.castLE_injective h).eq_iff]

/-- The Hartree-Fock energy depends continuously on the orbital coefficients. -/
theorem continuous_energy (h : Matrix (Fin n) (Fin n) ℝ)
    (g : Fin n → Fin n → Fin n → Fin n → ℝ) :
    Continuous fun C : Matrix (Fin n) (Fin N) ℝ => energy h g (density C) := by
  have hP : ∀ μ ν, Continuous fun C : Matrix (Fin n) (Fin N) ℝ => (C * Cᵀ) μ ν :=
    fun μ ν => (continuous_id.matrix_mul continuous_id.matrix_transpose).matrix_elem μ ν
  unfold energy density
  fun_prop

/-- Existence of a Hartree-Fock minimiser: for a positive definite overlap matrix and `N ≤ n`,
some set of `N` orthonormal orbitals has the lowest energy among all such sets. -/
theorem exists_minimiser {S : Matrix (Fin n) (Fin n) ℝ} (hS : S.PosDef) (hN : N ≤ n)
    (h : Matrix (Fin n) (Fin n) ℝ) (g : Fin n → Fin n → Fin n → Fin n → ℝ) :
    ∃ C ∈ orbitals S N, ∀ C' ∈ orbitals S N,
      energy h g (density C) ≤ energy h g (density C') := by
  obtain ⟨X, hX⟩ := exists_orthogonaliser hS
  have hcompact : IsCompact (orbitals S N) := by
    rw [orbitals_eq_image hX]
    exact isCompact_orthonormal_columns.image (continuous_const.matrix_mul continuous_id)
  -- a continuous function on a nonempty compact set attains its minimum
  obtain ⟨C, hC, hmin⟩ := hcompact.exists_isMinOn ((orbitals_nonempty_iff hS).mpr hN)
    (continuous_energy h g).continuousOn
  exact ⟨C, hC, fun C' hC' => hmin hC'⟩

/-- An orthogonal mixing of the occupied orbitals keeps them orthonormal and leaves the density
matrix unchanged. -/
theorem density_rotation {S : Matrix (Fin n) (Fin n) ℝ} {C : Matrix (Fin n) (Fin N) ℝ}
    (hC : C ∈ orbitals S N) {U : Matrix (Fin N) (Fin N) ℝ} (hU : U * Uᵀ = 1) :
    C * U ∈ orbitals S N ∧ density (C * U) = density C := by
  have hC' : Cᵀ * S * C = 1 := hC
  constructor
  · show (C * U)ᵀ * S * (C * U) = 1
    calc (C * U)ᵀ * S * (C * U) = Uᵀ * (Cᵀ * S * C) * U := by
          simp only [Matrix.transpose_mul, Matrix.mul_assoc]
      _ = 1 := by rw [hC', Matrix.mul_one, mul_eq_one_comm.mp hU]
  · calc C * U * (C * U)ᵀ = C * (U * Uᵀ) * Cᵀ := by
          simp only [Matrix.transpose_mul, Matrix.mul_assoc]
      _ = C * Cᵀ := by rw [hU, Matrix.mul_one]

/-- For the singular overlap matrix `diag(1, 0)`, one electron, the one-electron matrix
`diag(0, -1)` and no repulsion, the energy is unbounded below. -/
theorem unbounded_of_singular_overlap (B : ℝ) :
    ∃ C ∈ orbitals !![1, 0; 0, 0] 1,
      energy !![0, 0; 0, -1] (fun _ _ _ _ => 0) (density C) < B := by
  refine ⟨!![1; |B| + 1], ?_, ?_⟩
  · show (!![1; |B| + 1] : Matrix (Fin 2) (Fin 1) ℝ)ᵀ * !![1, 0; 0, 0] * !![1; |B| + 1] = 1
    ext i j
    fin_cases i
    fin_cases j
    simp [Matrix.mul_apply, Fin.sum_univ_succ]
  · have hE : energy !![0, 0; 0, -1] (fun _ _ _ _ => 0) (density !![1; |B| + 1])
        = -((|B| + 1) * (|B| + 1)) := by
      simp [energy, density, Matrix.mul_apply, Fin.sum_univ_succ]
    rw [hE]
    nlinarith [neg_abs_le B, abs_nonneg B]

end

end HartreeFockMinimiser
```

```lean
#print axioms HartreeFockMinimiser.exists_minimiser
#print axioms HartreeFockMinimiser.density_rotation
#print axioms HartreeFockMinimiser.unbounded_of_singular_overlap
```

```
'HartreeFockMinimiser.exists_minimiser' depends on axioms: [propext, Classical.choice, Quot.sound]
'HartreeFockMinimiser.density_rotation' depends on axioms: [propext, Classical.choice, Quot.sound]
'HartreeFockMinimiser.unbounded_of_singular_overlap' depends on axioms: [propext, Classical.choice, Quot.sound]
```

## The lowest energy is attained

The main theorem, `exists_minimiser`, concerns n basis functions and N electrons. Its data are a real n × n overlap matrix S, a real n × n array h and a real four-index array g. It assumes that S is positive definite (`hS : S.PosDef`) and that N ≤ n (`hN`). An n × N real matrix C is called admissible if

CᵀSC = 1,

where 1 is the N × N unit matrix. The theorem says that there is an admissible C whose energy is less than or equal to the energy of every admissible C'. This is a global minimum over all admissible matrices, and it is reached by an actual matrix.

The set of admissible matrices is `orbitals S N`. The energy is computed in two steps: `density C` forms P = CCᵀ, and `energy h g P` evaluates

E(P) = Σ_μν h_μν P_μν + ½ Σ_μνκτ P_μν P_κτ [(μν|κτ) − (μτ|κν)].

Here `g μ ν κ τ` stands for (μν|κτ), the repulsion integral in charge-density order: μ and ν belong to the first electron, κ and τ to the second. The first term in the bracket gives the Coulomb energy and the second the exchange energy.

## Orbitals, overlap and integrals as real arrays

Let χ_μ be the basis functions. Column j of C describes the occupied orbital

φ_j = Σ_μ C_μj χ_μ,

and entry i, j of CᵀSC is the overlap of φ_i with φ_j. An admissible C therefore describes N orthonormal orbitals, hence one N-electron Slater determinant.

The basis consists of spin orbitals, so n counts spatial functions together with their spin, each occupied orbital holds one electron, and P carries no factor of two. An occupied orbital may mix the two spins. Restricted and unrestricted Hartree-Fock impose further conditions on C, and the theorem does not treat those smaller sets. Complex coefficients are also left out.

Positive definiteness of S expresses linear independence of the basis. The squared norm of Σ_μ c_μ χ_μ is cᵀSc, which is positive for every nonzero c exactly when no nontrivial combination of the basis functions vanishes.

Nothing is assumed about h and g, not even the usual permutation symmetries. The integrals of a molecule at fixed nuclei are one case. The nuclear repulsion energy is absent, but it is a constant and does not affect which C is lowest.

For electronic-structure practice, the result means that a global minimum exists for a real Hartree-Fock calculation in a finite, linearly independent basis with N ≤ n, when the occupied orbitals may mix all the basis spin orbitals freely. It does not say that a self-consistent-field iteration converges, or that a converged solution is the global minimum. It also leaves open what happens in the complete one-particle space, where closed and bounded sets need not be compact and the argument below fails.

## Orthogonalising the basis

The proof first removes S from the constraint. Since S is real, symmetric and positive definite, it has orthonormal eigenvectors v_j with eigenvalues l_j > 0. Scale each eigenvector and use the results as the columns of a square matrix X:

X_ij = (v_j)_i / √l_j.

Then

(XᵀSX)_ij = v_i · (S v_j) / (√l_i √l_j) = l_j (v_i · v_j) / (√l_i √l_j).

For i ≠ j this is zero because the eigenvectors are orthogonal. For i = j it is l_i / l_i = 1. Hence XᵀSX = 1. This particular choice of X is the canonical orthogonalisation familiar from quantum-chemistry programs.

The theorem `exists_orthogonaliser` follows this calculation. It first collects the vectors `v`, the eigenvalues `l` and their three properties from Mathlib's spectral theorem. The statement `key` is the first equality above, and the final case split on whether i equals j finishes the proof.

Next, write C = XD. For any n × N matrix D,

(XD)ᵀS(XD) = Dᵀ(XᵀSX)D = DᵀD.

So XD is admissible exactly when DᵀD = 1, that is, when D has orthonormal columns in the ordinary sense. Every admissible C arises in this way. Because X is square, XᵀSX = 1 implies X(XᵀS) = 1, so D = XᵀSC satisfies XD = C. This is `orbitals_eq_image`, whose `key` is the displayed identity and whose two branches prove the two inclusions.

## Orthonormal columns stay in a box

If DᵀD = 1, then for every column j

Σ_k D_kj² = (DᵀD)_jj = 1.

All terms are nonnegative, so each single term satisfies D_ij² ≤ 1, and every entry lies between −1 and 1. The matrices with orthonormal columns thus lie in a product of finitely many closed intervals, which is compact. They also form a closed set, since they are the solutions of an equation between continuous functions of D. A closed subset of a compact set is compact.

In `isCompact_orthonormal_columns`, `hbox` is the compactness of the box and `isClosed_eq` gives closedness. The bound `hb` comes from `Finset.single_le_sum`, which compares one square with the whole sum, and `nlinarith` turns the bound on the square into bounds on the entry.

The map D ↦ XD is continuous, and a continuous image of a compact set is compact. The admissible set is therefore compact too. This step appears as `hcompact` inside the main proof.

## Room for N electrons

A minimum also requires at least one admissible matrix. If N ≤ n, let D consist of the first N columns of the n × n unit matrix. Its columns are orthonormal, so XD is admissible.

Conversely, suppose that an admissible C exists. The rank of a product is at most the rank of its right factor, and C has n rows, so

N = rank(1) = rank((CᵀS)C) ≤ rank C ≤ n.

The theorem `orbitals_nonempty_iff` contains both directions. In the code, `Fin.castLE h j` is the index j regarded as one of the n row indices, which places the 1 in column j. The existence proof uses only the direction from N ≤ n; the other shows that N orthonormal orbitals never fit into fewer than N basis functions. The case N = 0 is included: there is then one empty coefficient matrix, with energy zero.

## Continuity gives the minimum

The entries of the density matrix are

P_μν = Σ_j C_μj C_νj,

so they are quadratic polynomials in the coefficients. The energy is a finite sum of terms linear and quadratic in P, and is therefore a polynomial of degree at most four in the entries of C. In particular, it is continuous. In `continuous_energy`, `hP` supplies the continuity of each P_μν and `fun_prop` assembles the sums and products.

A continuous real function on a nonempty compact set attains its minimum. The proof of `exists_minimiser` applies this fact, through `exists_isMinOn`, to the energy on the admissible set. The matrix C that it returns is the required minimiser. The argument gives no procedure for finding it.

## Rotating the occupied orbitals

Let U be an N × N real matrix with UUᵀ = 1. Since U is square, UᵀU = 1 as well. For an admissible C,

(CU)ᵀS(CU) = Uᵀ(CᵀSC)U = UᵀU = 1,

(CU)(CU)ᵀ = C(UUᵀ)Cᵀ = CCᵀ.

The mixed orbitals are again orthonormal and have the same density matrix. These are the two parts of `density_rotation`, and its two `calc` blocks are the two lines above.

Because the energy depends on C only through P, rotating a minimiser gives another minimiser. For N ≥ 1 the coefficient matrix is thus never unique, since −C serves as well as C. Whether the minimising density matrix is unique is a separate question, which the theorem leaves open.

## A singular overlap with no lowest energy

The last theorem, `unbounded_of_singular_overlap`, shows what can happen when S is only positive semidefinite. Take n = 2, N = 1, S = diag(1, 0), h = diag(0, −1) and g = 0. For any real t, the column C = (1, t)ᵀ satisfies

CᵀSC = 1² · 1 + t² · 0 = 1,

so the constraint places no limit on t. The lower diagonal entry of P is t², and the energy is

E = −t².

Given any real B, choose t = |B| + 1. Then t² > |B| ≥ −B, and hence E < B. The Lean proof inserts this column, checks the constraint, evaluates the energy as `hE` and leaves the inequality to `nlinarith`.

The example treats S and h as independent arrays. If both came exactly from the same functions, a vector of zero norm would be the zero function, and its matrix element of h would vanish as well. In a floating-point calculation that consistency holds only approximately: for a nearly dependent basis, the factors 1/√l_j become large and amplify errors in the integrals. Programs commonly discard combinations with very small overlap eigenvalues for this reason.
